# For an energy polynomial in fragment couplings, the many-body increment of a cluster collects the terms in exactly that cluster's couplings

A large system is cut into fragments, and its energy is assembled from calculations on single fragments, pairs, triples and so on. From each cluster energy one subtracts what the smaller clusters already account for, and the remainder is the cluster's increment. What does such a remainder contain?

A model with adjustable couplings makes the question precise. Let the Hamiltonian be H₀ + Σ_i x_i V_i, where V_i is the perturbation belonging to fragment i and x_i is its strength. For a non-degenerate reference state and finitely many perturbations V_i, the Rayleigh–Schrödinger perturbation energy summed up to a finite order is a polynomial f in the x_i. The exact energy is in general not a polynomial, so the finite order is a real restriction. The problems below take f as given, whatever calculation produced it.

## Energies, increments and terms

The fragments are labelled by a type `σ`, which may be infinite; a cluster S is a finite set of labels, a `Finset σ`. The energy f is an element of `MvPolynomial σ ℝ`, a polynomial with real coefficients in the formal variables x_i, written `X i` in Lean.

```lean
import Mathlib

open MvPolynomial

namespace IncrementMonomialSupport

noncomputable section

variable {σ : Type*} [DecidableEq σ]
```

The cluster energy E(S) is f with x_i = 0 for every i outside S. The couplings inside S stay as variables, so E(S) is again a polynomial. In Lean, `aeval` performs the substitution. For the empty cluster, all couplings are off and only the constant term of f is left.

```lean
/-- The cluster energy `E(S)`: the coupling strengths of all fragments outside `S`
are set to zero in the energy polynomial `f`. -/
def energy (f : MvPolynomial σ ℝ) (S : Finset σ) : MvPolynomial σ ℝ :=
  aeval (fun i => if i ∈ S then (X i : MvPolynomial σ ℝ) else 0) f
```

The increment is the alternating sum over all subclusters, the empty one included:

D(S) = Σ_{T ⊆ S} (−1)^|S∖T| E(T)

For a pair this is E({i,j}) − E({i}) − E({j}) + E(∅). An increment in energy units follows by inserting the physical values of the couplings, for instance x_i = 1.

```lean
/-- The many-body increment `D(S)`: the alternating sum of the energies of all
subclusters of `S`. -/
def increment (f : MvPolynomial σ ℝ) (S : Finset σ) : MvPolynomial σ ℝ :=
  ∑ T ∈ S.powerset, ((-1 : ℝ) ^ (S \ T).card) • energy f T
```

A term of f is described by its exponents m, where m_i is the power of x_i and only finitely many m_i are nonzero. Write x^m for the product of the x_i^(m_i), supp m for the set of i with m_i ≠ 0, and coeff_m(p) for the coefficient of x^m in a polynomial p. In Lean these are `m : σ →₀ ℕ`, `m.support` and `coeff m p`. Let P(S) be the sum of those terms of f with supp m = S:

P(S) = Σ_{m : supp m = S} coeff_m(f) x^m

```lean
/-- The sum of the terms of `f` whose variables are exactly those of the cluster `S`. -/
def exactPart (f : MvPolynomial σ ℝ) (S : Finset σ) : MvPolynomial σ ℝ :=
  ∑ m ∈ f.support.filter (fun m => m.support = S), monomial m (coeff m f)
```

Finally, [A] stands for 1 if the statement A is true and 0 if it is false.

## (a) One term with some couplings switched off

**Task.** Let f = a x^u be a single term. Show that

E(S) = a x^u if supp u ⊆ S, and E(S) = 0 otherwise.

**Solution.** The substitution turns a x^u into a times the product, over i in supp u, of (x_i or 0)^(u_i). If supp u ⊆ S, no factor is changed. Otherwise some i in supp u lies outside S; its factor is 0^(u_i) with u_i ≥ 1, which is 0, and the product vanishes. A constant term has empty support and always survives.

The Lean proof makes the same case distinction: `Finset.prod_congr` compares the unchanged factors, and `Finset.prod_eq_zero` uses the one that vanishes.

```lean
/-- Switching off the couplings outside `S` keeps a single term if all its variables
lie in `S`, and removes it otherwise. -/
theorem energy_monomial (u : σ →₀ ℕ) (a : ℝ) (S : Finset σ) :
    energy (monomial u a) S = if u.support ⊆ S then monomial u a else 0 := by
  unfold energy
  rw [aeval_monomial]
  by_cases h : u.support ⊆ S
  · rw [if_pos h, monomial_eq, algebraMap_eq]
    refine congrArg (fun p : MvPolynomial σ ℝ => C a * p) ?_
    refine Finset.prod_congr rfl fun i hi => ?_
    simp only [if_pos (h hi)]
  · rw [if_neg h]
    -- one variable of the term is switched off
    obtain ⟨i, hi, hiS⟩ := Finset.not_subset.1 h
    exact mul_eq_zero_of_right _
      (Finset.prod_eq_zero hi (by simp [hiS, Finsupp.mem_support_iff.1 hi]))
```

## (b) The coefficients of a cluster energy

**Task.** For a general polynomial f, show that

coeff_m(E(S)) = [supp m ⊆ S] coeff_m(f).

**Solution.** Write f = Σ_u coeff_u(f) x^u. Substitution respects sums, so (a) applies term by term:

E(S) = Σ_{u : supp u ⊆ S} coeff_u(f) x^u

The coefficient of x^m on the right is coeff_m(f) if supp m ⊆ S, and 0 otherwise.

In Lean, the decomposition into terms becomes an induction: the claim is shown for a single term, using (a), and then for a sum p + q when it holds for p and for q.

```lean
/-- The coefficients of the cluster energy `E(S)` are those of `f` for terms with all
variables in `S`, and zero for the others. -/
theorem coeff_energy (f : MvPolynomial σ ℝ) (S : Finset σ) (m : σ →₀ ℕ) :
    coeff m (energy f S) = if m.support ⊆ S then coeff m f else 0 := by
  induction f using MvPolynomial.induction_on'
  · rename_i u a
    rw [energy_monomial]
    by_cases hum : u = m
    · subst hum
      by_cases h : u.support ⊆ S <;> simp [h]
    · by_cases h : u.support ⊆ S <;> simp [h, coeff_monomial, hum]
  · rename_i p q hp hq
    have hadd : energy (p + q) S = energy p S + energy q S := by
      unfold energy
      exact map_add _ p q
    rw [hadd, coeff_add, hp, hq, coeff_add]
    by_cases h : m.support ⊆ S <;> simp [h]
```

## (c) A signed count of clusters

**Task.** For finite sets U and S, show that

Σ_{T ⊆ S} (−1)^|S∖T| [U ⊆ T] = [U = S].

**Solution.** If U is not contained in S, no T ⊆ S contains U, so the left side is 0; U = S is also false, so the right side is 0 too.

Now let U ⊆ S. Put b_i = 0 for i in U and b_i = −1 for the other i, and expand the product of binomials by choosing the 1 for i in T and b_i for i in S∖T:

Π_{i∈S} (1 + b_i) = Σ_{T ⊆ S} Π_{i∈S∖T} b_i

If U ⊆ T, then S∖T contains no element of U, and the summand is (−1)^|S∖T|. If not, some element of U lies in S∖T and the summand is 0. The right side is therefore the signed count.

On the left, the factor is 1 for i in U and 1 − 1 = 0 for i in S∖U. The product is 1 if S∖U is empty, that is if U = S, and 0 otherwise.

In the code, `key` is the expansion, taken from `Finset.prod_add`, and `hterm` identifies its summands with those of the signed count. The last case distinction evaluates the product.

```lean
/-- Inclusion-exclusion over clusters: the signed count of the clusters between `U`
and `S` is one if `U = S` and zero otherwise. -/
theorem signed_count (U S : Finset σ) :
    ∑ T ∈ S.powerset, (-1 : ℝ) ^ (S \ T).card * (if U ⊆ T then 1 else 0)
      = if U = S then 1 else 0 := by
  by_cases h : U ⊆ S
  · -- the sum is the expansion of a product with one binomial per fragment of `S`
    have key : ∏ i ∈ S, ((1 : ℝ) + (if i ∈ U then (0 : ℝ) else -1))
        = ∑ T ∈ S.powerset,
          (∏ _i ∈ T, (1 : ℝ)) * ∏ i ∈ S \ T, (if i ∈ U then (0 : ℝ) else -1) :=
      Finset.prod_add (fun _ : σ => (1 : ℝ)) (fun i => if i ∈ U then (0 : ℝ) else -1) S
    have hterm : ∀ T ∈ S.powerset,
        (-1 : ℝ) ^ (S \ T).card * (if U ⊆ T then 1 else 0)
          = (∏ _i ∈ T, (1 : ℝ)) * ∏ i ∈ S \ T, (if i ∈ U then (0 : ℝ) else -1) := by
      intro T _
      rw [Finset.prod_const_one, one_mul]
      by_cases hT : U ⊆ T
      · rw [if_pos hT, mul_one, ← Finset.prod_const]
        refine Finset.prod_congr rfl fun i hi => ?_
        have hiU : i ∉ U := fun h' => (Finset.mem_sdiff.1 hi).2 (hT h')
        rw [if_neg hiU]
      · rw [if_neg hT, mul_zero]
        obtain ⟨i, hiU, hiT⟩ := Finset.not_subset.1 hT
        have hi : i ∈ S \ T := Finset.mem_sdiff.2 ⟨h hiU, hiT⟩
        symm
        exact Finset.prod_eq_zero hi (by simp [hiU])
    rw [Finset.sum_congr rfl hterm, ← key]
    by_cases hU : U = S
    · rw [if_pos hU]
      refine Finset.prod_eq_one fun i hi => ?_
      have hiU : i ∈ U := by
        rw [hU]
        exact hi
      simp [hiU]
    · rw [if_neg hU]
      have hSU : ¬ S ⊆ U := fun h' => hU (Finset.Subset.antisymm h h')
      obtain ⟨i, hiS, hiU⟩ := Finset.not_subset.1 hSU
      exact Finset.prod_eq_zero hiS (by simp [hiU])
  · have hne : ¬ U = S := by
      intro hU
      apply h
      intro i hi
      rw [← hU]
      exact hi
    rw [if_neg hne]
    refine Finset.sum_eq_zero fun T hT => ?_
    have hUT : ¬ U ⊆ T := fun h' => h (fun i hi => Finset.mem_powerset.1 hT (h' hi))
    rw [if_neg hUT, mul_zero]
```

## (d) The coefficients of an increment

**Task.** Show that

coeff_m(D(S)) = [supp m = S] coeff_m(f).

**Solution.** Take the coefficient of x^m in the definition of D(S) and insert (b):

coeff_m(D(S)) = Σ_{T ⊆ S} (−1)^|S∖T| [supp m ⊆ T] coeff_m(f)

The factor coeff_m(f) does not depend on T and can be taken out of the sum. What remains is the signed count of (c) with U = supp m, which equals [supp m = S].

The intermediate statement `h` is the displayed equation with the factor taken out; rewriting with `signed_count` completes the argument.

```lean
/-- The coefficients of the increment `D(S)` are those of `f` for terms whose variables
are exactly `S`, and zero for the others. -/
theorem coeff_increment (f : MvPolynomial σ ℝ) (S : Finset σ) (m : σ →₀ ℕ) :
    coeff m (increment f S) = if m.support = S then coeff m f else 0 := by
  have h : coeff m (increment f S) = (∑ T ∈ S.powerset,
      (-1 : ℝ) ^ (S \ T).card * (if m.support ⊆ T then 1 else 0)) * coeff m f := by
    unfold increment
    rw [coeff_sum, Finset.sum_mul]
    refine Finset.sum_congr rfl fun T _ => ?_
    rw [coeff_smul, coeff_energy, smul_eq_mul]
    by_cases hT : m.support ⊆ T <;> simp [hT]
  rw [h, signed_count]
  by_cases hm : m.support = S <;> simp [hm]
```

## (e) What the increment consists of, and a common factor

**Task.** Show that

D(S) = P(S),

and that Π_{i∈S} x_i divides D(S).

**Solution.** By its definition, P(S) has the coefficient coeff_m(f) at x^m if supp m = S, and 0 otherwise. By (d), D(S) has the same coefficients, so the two polynomials are equal.

For the divisibility, take a term of P(S). Every i in S has m_i ≥ 1, and no other variable occurs, so

x^m = Π_{i∈S} x_i · Π_{i∈S} x_i^(m_i − 1).

Each term contains the common factor, hence so does the sum. For the empty cluster the factor is 1 and D(∅) is the constant term of f.

Physically, a pair increment contains only contributions in which both fragments take part, and it vanishes as soon as either coupling is set to zero. This applies to a fragment method if its energy is polynomial in the couplings, as the finite-order perturbation energies above are, and if each cluster energy is obtained from it by setting the outside couplings to zero. A method that computes each cluster in isolation or in an embedding field need not be of this form.

The theorem joins the two claims with `∧`. The tactic `ext m` reduces the equality to coefficients; `Finset.dvd_sum` reduces the divisibility to single terms, where `dvd_pow_self` says that x_i divides x_i^(m_i) for m_i ≠ 0.

```lean
/-- The increment `D(S)` is the sum of the terms of `f` whose variables are exactly `S`,
and it is divisible by the product of the coupling strengths over `S`. -/
theorem increment_eq_exactPart_and_dvd (f : MvPolynomial σ ℝ) (S : Finset σ) :
    increment f S = exactPart f S ∧
      (∏ i ∈ S, (X i : MvPolynomial σ ℝ)) ∣ increment f S := by
  have heq : increment f S = exactPart f S := by
    ext m
    rw [coeff_increment]
    unfold exactPart
    simp only [coeff_sum, coeff_monomial, Finset.sum_ite_eq', Finset.mem_filter,
      mem_support_iff]
    by_cases hm : m.support = S <;> by_cases hc : coeff m f = 0 <;> simp [hm, hc]
  refine ⟨heq, ?_⟩
  rw [heq]
  -- every surviving term contains each coupling strength of `S` at least once
  refine Finset.dvd_sum fun m hm => ?_
  rw [← (Finset.mem_filter.1 hm).2, monomial_eq]
  refine Dvd.dvd.mul_left ?_ _
  exact Finset.prod_dvd_prod_of_dvd _ _
    fun i hi => dvd_pow_self _ (Finsupp.mem_support_iff.1 hi)
```

## (f) Rebuilding the cluster energy

**Task.** Show that

E(S) = Σ_{T ⊆ S} D(T).

**Solution.** By (d), the coefficient of x^m on the right is

Σ_{T ⊆ S} [supp m = T] coeff_m(f).

At most one T contributes, namely T = supp m, and it occurs in the sum exactly when supp m ⊆ S. The result is [supp m ⊆ S] coeff_m(f), which by (b) is the coefficient on the left.

Lean follows the same comparison, with `Finset.sum_ite_eq` selecting the single contributing T.

```lean
/-- The many-body expansion: the energy of a cluster is the sum of the increments of
all its subclusters. -/
theorem energy_eq_sum_increment (f : MvPolynomial σ ℝ) (S : Finset σ) :
    energy f S = ∑ T ∈ S.powerset, increment f T := by
  ext m
  rw [coeff_energy, coeff_sum]
  simp only [coeff_increment, Finset.sum_ite_eq, Finset.mem_powerset]
```

## (g) Clusters larger than the degree

**Task.** Let d be the total degree of f, the largest sum of exponents in any of its terms. Show that

D(S) = 0 whenever |S| > d.

**Solution.** Suppose D(S) had a nonzero coefficient at x^m. By (d), supp m = S and coeff_m(f) ≠ 0. Each variable present contributes at least one to the degree, so

|S| = |supp m| ≤ Σ_i m_i ≤ d,

which contradicts |S| > d.

Combined with (f), this means that the many-body expansion of a degree-d polynomial energy has no contributions from clusters of more than d fragments. It may end earlier: f = x_1² has degree 2, but only a one-fragment increment. In the perturbative model, with one coupling per fragment, the energy through order d therefore has no increment of more than d fragments. An energy that is not polynomial has no such bound from this argument.

In the proof, `h1` is the right inequality and `h2` the left one; `omega` derives the contradiction.

```lean
/-- The increment of a cluster with more fragments than the total degree of `f`
vanishes. -/
theorem increment_eq_zero_of_degree_lt (f : MvPolynomial σ ℝ) (S : Finset σ)
    (h : f.totalDegree < S.card) : increment f S = 0 := by
  ext m
  rw [coeff_increment, coeff_zero]
  by_cases hm : m.support = S
  · rw [if_pos hm]
    by_contra hc
    have h1 : (m.sum fun _ e => e) ≤ f.totalDegree :=
      le_totalDegree (mem_support_iff.2 hc)
    -- each variable present contributes at least one to the degree
    have h2 : m.support.card ≤ m.sum fun _ e => e := by
      rw [Finset.card_eq_sum_ones]
      exact Finset.sum_le_sum
        fun i hi => Nat.one_le_iff_ne_zero.2 (Finsupp.mem_support_iff.1 hi)
    rw [hm] at h2
    omega
  · rw [if_neg hm]
```

## (h) Two parts that do not interact

**Task.** Let the energy be a sum of two polynomials, one containing only couplings in A and the other only couplings in B. Show that

D(S) = 0 whenever S ⊄ A and S ⊄ B,

where ⊄ means "is not contained in".

**Solution.** By (d), only terms with supp m = S can contribute to D(S). Such a term does not occur in the first part, since S is not contained in A, nor in the second, since S is not contained in B. All coefficients of D(S) are therefore zero.

The Lean theorem writes the two parts as `energy g A` and `energy h B`, with arbitrary polynomials g and h. This covers every polynomial in the couplings of A or of B, because switching off couplings that do not occur changes nothing. The sets A and B may overlap.

Size consistency of an electronic-structure method usually means that the energy it computes for two non-interacting subsystems is the sum of their separate energies. Here that additivity is the hypothesis, and the conclusion is that a polynomial energy with this property has no increments for clusters reaching across both subsystems. Whether a particular method yields an additive energy has to be established separately.

The proof compares coefficients once more: `coeff_energy` is applied to each part, and `hA` and `hB` make both contributions zero.

```lean
/-- If the energy is a sum of a part depending only on the couplings in `A` and a part depending
only on those in `B`, the increment of every cluster contained in neither `A` nor `B` vanishes. -/
theorem increment_eq_zero_of_separated (g h : MvPolynomial σ ℝ) (A B S : Finset σ)
    (hA : ¬ S ⊆ A) (hB : ¬ S ⊆ B) :
    increment (energy g A + energy h B) S = 0 := by
  ext m
  rw [coeff_increment, coeff_zero]
  by_cases hm : m.support = S
  · rw [if_pos hm, coeff_add, coeff_energy, coeff_energy, hm, if_neg hA, if_neg hB,
      add_zero]
  · rw [if_neg hm]

end

end IncrementMonomialSupport
```

```lean
#print axioms IncrementMonomialSupport.increment_eq_exactPart_and_dvd
-- 'IncrementMonomialSupport.increment_eq_exactPart_and_dvd' depends on axioms: [propext, Classical.choice, Quot.sound]
#print axioms IncrementMonomialSupport.energy_eq_sum_increment
-- 'IncrementMonomialSupport.energy_eq_sum_increment' depends on axioms: [propext, Classical.choice, Quot.sound]
#print axioms IncrementMonomialSupport.increment_eq_zero_of_degree_lt
-- 'IncrementMonomialSupport.increment_eq_zero_of_degree_lt' depends on axioms: [propext, Classical.choice, Quot.sound]
#print axioms IncrementMonomialSupport.increment_eq_zero_of_separated
-- 'IncrementMonomialSupport.increment_eq_zero_of_separated' depends on axioms: [propext, Classical.choice, Quot.sound]
```
